# The Zak transform on a finite ring: Bloch condition, Parseval identity and periodic Hamiltonians

## Sites, cells and phases

A ring has $M\ge 1$ cells of $L\ge 1$ sites each, so $N=LM$ sites in all. Site labels are added modulo $N$, which is the Born-von Karman boundary condition. A state is a function $f$ from the sites to $\mathbb C$, not necessarily normalised. For an integer $n$, write

$$e(n)=\exp(2\pi i n/M).$$

The Bloch-Floquet or Zak transform of $f$ at site $x$ and integer momentum index $K$ is

$$Z_f(x,K)=\sum_{R=0}^{M-1} f(x+RL)\,e(-KR).$$

If a cell has length $a$, the index $K$ stands for the crystal momentum $k=2\pi K/(Ma)$. There is no prefactor; dividing $Z_f$ by $\sqrt M$ gives the transform that preserves norms.

## Four identities and their Lean form

For all states $f,g$, sites $x$ and integers $K$:

1. $Z_f(x+L,K)=e(K)\,Z_f(x,K)$ (`zak_translate`).
2. $\sum_{K=0}^{M-1}Z_f(x,K)=M f(x)$ (`zak_inversion`).
3. $\sum_{x=0}^{L-1}\sum_{K=0}^{M-1}\overline{Z_f(x,K)}\,Z_g(x,K)=M\sum_y\overline{f(y)}\,g(y)$ (`zak_overlap`). The case $g=f$ is $\sum_{x,K}|Z_f(x,K)|^2=M\sum_y|f(y)|^2$ (`zak_parseval`).
4. If $H(x+L,y+L)=H(x,y)$ for all sites, then $Z_{Hf}(x,K)=\sum_y H(x,y)\,Z_f(y,K)$ (`zak_hamiltonian`).

In Lean, a site is an element of `ZMod (L * M)`, $e(n)$ is `phase M n`, and $Z_f(x,K)$ is `zak L M f x K` with `K : ℤ`. The matrix `H` acts through `*ᵥ` and need not be Hermitian. Its hypothesis `hH` stands for a perfect crystal: a defect or disorder that differs between cells violates it.

The definition `superlattice` gives a concrete case: nearest-neighbour hopping $-t$ and an arbitrary potential $v$ within the cell, repeated around the ring. The theorem `superlattice_witness` proves that it satisfies `hH`. Real $t$ and $v$ make it Hermitian. On a ring of two sites the two neighbours coincide, and the matrix element is $-t$, not $-2t$; on a ring of one site there is no hopping term.

For a non-interacting particle on a finite ring, the fourth identity says that a periodic Hamiltonian does not mix different $K$ (taken modulo $M$), so the bands of a given, fixed periodic Hamiltonian can be computed at each crystal momentum separately. The first identity holds for the transform of any state, with no Hamiltonian involved; it is not Bloch's theorem on the form of energy eigenstates, and no eigenvalues are computed here.

## Derivation by shifting and summing phases

**Phases.** The exponential gives $e(a+b)=e(a)e(b)$, and $e(n)=1$ exactly when $M$ divides $n$. In that case $\sum_{K=0}^{M-1}e(Kn)=M$. Otherwise the geometric sum gives

$$\sum_{K=0}^{M-1}e(Kn)=\frac{e(n)^M-1}{e(n)-1}=0,$$

since $e(n)^M=e(Mn)=1$.

**Bloch condition.** Put $a_R=f(x+RL)\,e(-KR)$. Since $e(-KR)=e(K)\,e(-K(R+1))$,

$$Z_f(x+L,K)=\sum_{R=0}^{M-1}f(x+(R+1)L)\,e(-KR)=e(K)\sum_{R=0}^{M-1}a_{R+1}.$$

The last sum runs over $a_1,\dots,a_M$. On the ring $ML=0$, and $e(-KM)=1$, so $a_M=a_0$ and the sum is $Z_f(x,K)$.

**Inversion.** Exchange the sums:

$$\sum_K Z_f(x,K)=\sum_R f(x+RL)\sum_K e(-KR)=M f(x),$$

because $R=0$ is the only multiple of $M$ with $0\le R<M$.

**Overlaps.** Fix $x$ and expand only the conjugated factor. Applying the Bloch condition $R$ times gives $e(KR)Z_g(x,K)=Z_g(x+RL,K)$, so

$$\sum_K\overline{Z_f(x,K)}\,Z_g(x,K)=\sum_R\overline{f(x+RL)}\sum_K Z_g(x+RL,K)=M\sum_R\overline{f(x+RL)}\,g(x+RL).$$

Every site is $x+RL$ for exactly one pair with $0\le x<L$ and $0\le R<M$. Summing over $x$ therefore gives the full overlap.

**Hamiltonian.** Replace the summation site $y$ by $y+RL$ and use periodicity:

$$(Hf)(x+RL)=\sum_y H(x+RL,y+RL)\,f(y+RL)=\sum_y H(x,y)\,f(y+RL).$$

Multiplying by $e(-KR)$ and summing over $R$ gives the fourth identity.

## One cell, one site per cell, and recovery of any cell

For $M=1$ every phase is 1 and $Z_f(x,K)=f(x)$. For $L=1$, $Z_f(0,K)$ is the discrete Fourier transform of $f$, and the norm identity is its usual Parseval relation.

The overlap argument also gives a neighbouring formula. For any integer $S$, inversion at the site $x+SL$, combined with the Bloch condition, yields

$$\sum_{K=0}^{M-1}e(KS)\,Z_f(x,K)=M f(x+SL),$$

so the transform on one cell determines the state on every cell.

## The Lean file

```lean
import Mathlib

open Finset (range)
open scoped ComplexConjugate Matrix

namespace ZakTransform

noncomputable section

/-- The Bloch phase `exp(2πi n/M)` of a ring of `M` cells, for `M ≥ 1`. -/
def phase (M : ℕ) (n : ℤ) : ℂ := Complex.exp (2 * Real.pi * Complex.I * n / M)

/-- The Bloch-Floquet (Zak) transform of a state `f` on a ring of `M ≥ 1` cells with `L` sites
each, at site `x` and crystal momentum index `K`. -/
def zak (L M : ℕ) (f : ZMod (L * M) → ℂ) (x : ZMod (L * M)) (K : ℤ) : ℂ :=
  ∑ R ∈ range M, f (x + ((R * L : ℕ) : ZMod (L * M))) * phase M (-(K * (R : ℤ)))

/-- A tight-binding ring with nearest-neighbour hopping `-t` and an on-site potential `v` that
repeats in every cell of `L` sites. -/
def superlattice (L M : ℕ) (t : ℂ) (v : ZMod L → ℂ) :
    Matrix (ZMod (L * M)) (ZMod (L * M)) ℂ :=
  Matrix.of fun x y => if x = y then v (ZMod.castHom (dvd_mul_right L M) (ZMod L) x)
    else if y = x + 1 ∨ x = y + 1 then -t else 0

/-- Bloch phases multiply when their indices add. -/
theorem phase_add (M : ℕ) (a b : ℤ) : phase M (a + b) = phase M a * phase M b := by
  unfold phase
  rw [← Complex.exp_add]
  congr 1
  push_cast
  ring

/-- The Bloch phase is one exactly when its index is a multiple of the number of cells. -/
theorem phase_eq_one_iff (M : ℕ) [NeZero M] (n : ℤ) : phase M n = 1 ↔ (M : ℤ) ∣ n := by
  have hM : (M : ℂ) ≠ 0 := Nat.cast_ne_zero.2 (NeZero.ne M)
  unfold phase
  rw [Complex.exp_eq_one_iff]
  constructor
  · rintro ⟨k, hk⟩
    rw [div_eq_iff hM] at hk
    have h : (n : ℂ) = M * k :=
      mul_left_cancel₀ Complex.two_pi_I_ne_zero (by linear_combination hk)
    exact ⟨k, by exact_mod_cast h⟩
  · rintro ⟨k, rfl⟩
    refine ⟨k, ?_⟩
    rw [div_eq_iff hM]
    push_cast
    ring

/-- The Bloch phases summed over all crystal momenta give `M` when `n` is a multiple of `M`,
and zero otherwise. -/
theorem phase_sum (M : ℕ) [NeZero M] (n : ℤ) :
    ∑ K ∈ range M, phase M ((K : ℤ) * n) = if (M : ℤ) ∣ n then (M : ℂ) else 0 := by
  have hp : ∀ K : ℕ, phase M ((K : ℤ) * n) = phase M n ^ K := by
    intro K
    unfold phase
    rw [← Complex.exp_nat_mul]
    congr 1
    push_cast
    ring
  simp only [hp]
  split_ifs with h
  · simp [(phase_eq_one_iff M n).2 h]
  · have hz : phase M n ≠ 1 := fun e => h ((phase_eq_one_iff M n).1 e)
    have h1 : phase M n ^ M = 1 := by
      rw [← hp]
      exact (phase_eq_one_iff M _).2 ⟨n, rfl⟩
    rw [geom_sum_eq hz, h1, sub_self, zero_div]

variable (L M : ℕ) [NeZero L] [NeZero M]

omit [NeZero L] in
/-- Bloch condition: moving by one cell multiplies the Zak transform by `exp(2πi K/M)`. -/
theorem zak_translate (f : ZMod (L * M) → ℂ) (x : ZMod (L * M)) (K : ℤ) :
    zak L M f (x + (L : ZMod (L * M))) K = phase M K * zak L M f x K := by
  let a : ℕ → ℂ := fun R =>
    f (x + ((R * L : ℕ) : ZMod (L * M))) * phase M (-(K * (R : ℤ)))
  -- the summand is periodic around the ring
  have hend : a M = a 0 := by
    have e1 : ((M * L : ℕ) : ZMod (L * M)) = 0 := by
      rw [Nat.mul_comm M L]
      exact ZMod.natCast_self _
    have e2 : phase M (-(K * (M : ℤ))) = 1 := (phase_eq_one_iff M _).2 ⟨-K, by ring⟩
    have e3 : phase M 0 = 1 := by simp [phase]
    change f (x + ((M * L : ℕ) : ZMod (L * M))) * phase M (-(K * (M : ℤ))) =
      f (x + ((0 * L : ℕ) : ZMod (L * M))) * phase M (-(K * ((0 : ℕ) : ℤ)))
    rw [e1, e2]
    simp [e3]
  have h : ∑ R ∈ range M, a (R + 1) = zak L M f x K := by
    change _ = ∑ R ∈ range M, a R
    linear_combination Finset.sum_range_succ a M - Finset.sum_range_succ' a M + hend
  rw [← h, zak, Finset.mul_sum]
  refine Finset.sum_congr rfl fun R _ => ?_
  change _ = phase M K * (f (x + (((R + 1) * L : ℕ) : ZMod (L * M))) *
    phase M (-(K * ((R + 1 : ℕ) : ℤ))))
  have e1 : x + (L : ZMod (L * M)) + ((R * L : ℕ) : ZMod (L * M)) =
      x + (((R + 1) * L : ℕ) : ZMod (L * M)) := by
    push_cast
    ring
  have e2 : phase M (-(K * (R : ℤ))) = phase M K * phase M (-(K * ((R + 1 : ℕ) : ℤ))) := by
    rw [← phase_add]
    congr 1
    push_cast
    ring
  rw [e1, e2]
  ring

omit [NeZero L] in
/-- Inversion: the Zak transform summed over all crystal momenta returns `M` times the state. -/
theorem zak_inversion (f : ZMod (L * M) → ℂ) (x : ZMod (L * M)) :
    ∑ K ∈ range M, zak L M f x (K : ℤ) = M * f x := by
  have h : ∀ R : ℕ, ∑ K ∈ range M, f (x + ((R * L : ℕ) : ZMod (L * M))) *
      phase M (-((K : ℤ) * (R : ℤ))) = f (x + ((R * L : ℕ) : ZMod (L * M))) *
      (if (M : ℤ) ∣ -(R : ℤ) then (M : ℂ) else 0) := by
    intro R
    rw [← phase_sum, Finset.mul_sum]
    exact Finset.sum_congr rfl fun K _ => by rw [mul_neg]
  simp only [zak]
  rw [Finset.sum_comm, Finset.sum_congr rfl fun R _ => h R, Finset.sum_eq_single 0]
  · simp [mul_comm]
  · intro R hR hR0
    have hd : ¬ (M : ℤ) ∣ -(R : ℤ) := by
      rw [dvd_neg, Int.natCast_dvd_natCast]
      exact Nat.not_dvd_of_pos_of_lt (Nat.pos_of_ne_zero hR0) (Finset.mem_range.1 hR)
    rw [if_neg hd, mul_zero]
  · intro h0
    exact absurd (Finset.mem_range.2 (NeZero.pos M)) h0

/-- A sum over all sites is a sum over the sites of one cell and over all cells. -/
theorem sum_cells (F : ZMod (L * M) → ℂ) :
    ∑ y, F y = ∑ x ∈ range L, ∑ R ∈ range M,
      F ((x : ZMod (L * M)) + ((R * L : ℕ) : ZMod (L * M))) := by
  have h1 : ∑ n ∈ range (L * M), F (n : ZMod (L * M)) = ∑ y, F y :=
    Finset.sum_nbij' (fun n => (n : ZMod (L * M))) ZMod.val
      (fun _ _ => Finset.mem_univ _) (fun y _ => Finset.mem_range.2 (ZMod.val_lt y))
      (fun n hn => ZMod.val_cast_of_lt (Finset.mem_range.1 hn))
      (fun y _ => ZMod.natCast_zmod_val y) (fun _ _ => rfl)
  have h2 : ∀ m : ℕ, ∑ n ∈ range (L * m), F (n : ZMod (L * M)) = ∑ R ∈ range m,
      ∑ x ∈ range L, F ((x : ZMod (L * M)) + ((R * L : ℕ) : ZMod (L * M))) := by
    intro m
    induction m with
    | zero => simp
    | succ m ih =>
      rw [mul_add, mul_one, Finset.sum_range_add, ih, Finset.sum_range_succ]
      congr 1
      refine Finset.sum_congr rfl fun x _ => ?_
      congr 1
      push_cast
      ring
  rw [← h1, h2, Finset.sum_comm]

/-- The Zak transform preserves overlaps of states up to the factor `M`. -/
theorem zak_overlap (f g : ZMod (L * M) → ℂ) :
    ∑ x ∈ range L, ∑ K ∈ range M, conj (zak L M f x (K : ℤ)) * zak L M g x (K : ℤ) =
      M * ∑ y, conj (f y) * g y := by
  have hconj : ∀ n : ℤ, conj (phase M n) = phase M (-n) := by
    intro n
    unfold phase
    rw [← Complex.exp_conj]
    congr 1
    simp only [map_div₀, map_mul, Complex.conj_I, Complex.conj_ofReal, map_ofNat,
      map_intCast, map_natCast]
    push_cast
    ring
  -- the Bloch condition for a translation by `n` cells
  have htr : ∀ (n : ℕ) (x : ZMod (L * M)) (K : ℤ),
      zak L M g (x + ((n * L : ℕ) : ZMod (L * M))) K = phase M (K * n) * zak L M g x K := by
    intro n x K
    induction n with
    | zero => simp [phase]
    | succ n ih =>
      have e : x + (((n + 1) * L : ℕ) : ZMod (L * M)) =
          x + ((n * L : ℕ) : ZMod (L * M)) + (L : ZMod (L * M)) := by
        push_cast
        ring
      have e2 : phase M (K * ((n + 1 : ℕ) : ℤ)) = phase M K * phase M (K * n) := by
        rw [← phase_add]
        congr 1
        push_cast
        ring
      rw [e, zak_translate, ih, e2, mul_assoc]
  rw [sum_cells L M, Finset.mul_sum]
  refine Finset.sum_congr rfl fun x _ => ?_
  -- absorb the phase of `f` in a translation of `g`, then invert
  calc _ = ∑ K ∈ range M, ∑ R ∈ range M, conj (f (x + ((R * L : ℕ) : ZMod (L * M)))) *
        zak L M g (x + ((R * L : ℕ) : ZMod (L * M))) (K : ℤ) := by
        refine Finset.sum_congr rfl fun K _ => ?_
        conv_lhs => rw [zak.eq_def L M f, map_sum, Finset.sum_mul]
        refine Finset.sum_congr rfl fun R _ => ?_
        rw [htr, map_mul, hconj, neg_neg]
        ring
    _ = _ := by
        rw [Finset.sum_comm, Finset.mul_sum]
        refine Finset.sum_congr rfl fun R _ => ?_
        rw [← Finset.mul_sum, zak_inversion]
        ring

/-- Parseval identity: the squared modulus of the Zak transform, summed over one cell and all
crystal momenta, is `M` times the squared norm of the state. -/
theorem zak_parseval (f : ZMod (L * M) → ℂ) :
    ∑ x ∈ range L, ∑ K ∈ range M, ‖zak L M f x (K : ℤ)‖ ^ 2 = M * ∑ y, ‖f y‖ ^ 2 := by
  have h := zak_overlap L M f f
  simp only [Complex.conj_mul'] at h
  exact_mod_cast h

/-- For a Hamiltonian invariant under translation by one cell, the Zak transform of `H f` at `K`
is `H` applied to the Zak transform of `f` at the same `K`. -/
theorem zak_hamiltonian (H : Matrix (ZMod (L * M)) (ZMod (L * M)) ℂ)
    (hH : ∀ x y, H (x + (L : ZMod (L * M))) (y + (L : ZMod (L * M))) = H x y)
    (f : ZMod (L * M) → ℂ) (x : ZMod (L * M)) (K : ℤ) :
    zak L M (H *ᵥ f) x K = (H *ᵥ fun y => zak L M f y K) x := by
  have hR : ∀ (R : ℕ) (x y : ZMod (L * M)), H (x + ((R * L : ℕ) : ZMod (L * M)))
      (y + ((R * L : ℕ) : ZMod (L * M))) = H x y := by
    intro R x y
    induction R with
    | zero => simp
    | succ R ih =>
      rw [Nat.add_mul, Nat.one_mul, Nat.cast_add, ← add_assoc, ← add_assoc, hH, ih]
  simp only [zak, Matrix.mulVec, dotProduct, Finset.mul_sum]
  conv_rhs => rw [Finset.sum_comm]
  refine Finset.sum_congr rfl fun R _ => ?_
  -- translate the summation site by `R` cells
  rw [Finset.sum_mul, ← Equiv.sum_comp (Equiv.addRight ((R * L : ℕ) : ZMod (L * M)))]
  refine Finset.sum_congr rfl fun y _ => ?_
  simp only [Equiv.coe_addRight, hR]
  ring

omit [NeZero L] [NeZero M] in
/-- The tight-binding superlattice is invariant under translation by one cell. -/
theorem superlattice_witness (t : ℂ) (v : ZMod L → ℂ) (x y : ZMod (L * M)) :
    superlattice L M t v (x + (L : ZMod (L * M))) (y + (L : ZMod (L * M))) =
      superlattice L M t v x y := by
  have h : ∀ a b : ZMod (L * M),
      (a + (L : ZMod (L * M)) = b + (L : ZMod (L * M)) + 1) ↔ a = b + 1 := by
    intro a b
    rw [add_right_comm b, add_left_inj]
  simp only [superlattice, Matrix.of_apply, h, add_left_inj, map_add, map_natCast,
    ZMod.natCast_self, add_zero]

end

end ZakTransform
```

```lean
#print axioms ZakTransform.zak_parseval
#print axioms ZakTransform.zak_hamiltonian
```

```
'ZakTransform.zak_parseval' depends on axioms: [propext, Classical.choice, Quot.sound]
'ZakTransform.zak_hamiltonian' depends on axioms: [propext, Classical.choice, Quot.sound]
```

## How the proof follows the derivation

`phase_add` and `phase_eq_one_iff` are the two facts about phases. `phase_sum` writes the summand as a power and applies `geom_sum_eq` when $M$ does not divide $n$.

In `zak_translate`, the local function `a` is $a_R$ and `hend` is $a_M=a_0$. The cyclic shift comes from splitting the sum of $a_0,\dots,a_M$ in two ways, once at its last term and once at its first; `linear_combination` compares the results. `zak_inversion` exchanges the sums, inserts `phase_sum`, and keeps the term $R=0$ with `Finset.sum_eq_single`.

`sum_cells` is the regrouping of sites. It first labels the sites by $0,\dots,LM-1$, then splits this range into blocks of length $L$ by induction on the number of blocks.

In `zak_overlap`, `hconj` conjugates a phase and `htr` is the Bloch condition for $n$ cells, proved by induction. The first `calc` step absorbs the phase into a translation of $g$, and the second applies inversion. `zak_parseval` sets $g=f$ and passes from a complex equation to a real one.

In `zak_hamiltonian`, `hR` extends the periodicity of $H$ to $R$ cells by induction, and `Equiv.sum_comp` translates the summation site. For `superlattice_witness`, a common shift leaves the neighbour conditions unchanged, and a shift by $L$ leaves the position within the cell unchanged.
